# For 0 < t < 1/e, the equation y exp(−y) = t has a solution between 0 and 1 and another beyond 1

The theorem concerns the real function y exp(−y) and involves no physical model. It states that every real t with 0 < t < 1/e is a value of this function at some y strictly between 0 and 1, and also at some z greater than 1; it does not say that either point is unique. The proof uses the intermediate value theorem twice. On [0, 1] the function goes from 0 to 1/e, and on [1, Z], with Z = 2/t, it goes from 1/e to a value below t, which is shown with the quadratic lower bound on the exponential.

The failing Lean file:

```lean
import Mathlib

open MeasureTheory ProbabilityTheory
open scoped NNReal

namespace ExistsTwoRoots

noncomputable section

/-- Every value `t` strictly between `0` and `1 / e` is taken by `y exp (-y)` at some point between
`0` and `1` and at some point beyond `1`. -/
theorem exists_two_roots {t : ℝ} (ht0 : 0 < t) (ht : t < Real.exp (-1)) :
    (∃ y : ℝ, 0 < y ∧ y < 1 ∧ y * Real.exp (-y) = t) ∧
      ∃ z : ℝ, 1 < z ∧ z * Real.exp (-z) = t := by
  have hf : Continuous (fun y : ℝ => y * Real.exp (-y)) := by fun_prop
  constructor
  · obtain ⟨y, ⟨hy0, hy1⟩, hy⟩ := intermediate_value_Ioo (zero_le_one' ℝ) hf.continuousOn
      (show t ∈ Set.Ioo _ _ from ⟨by simpa using ht0, by simpa using ht⟩)
    exact ⟨y, hy0, hy1, hy⟩
  · -- at `Z = 2 / t` the function has dropped below `t`
    obtain ⟨Z, hZ⟩ : ∃ Z : ℝ, t * Z = 2 := ⟨2 / t, by field_simp⟩
    have he : Real.exp (-1) < 1 := Real.exp_lt_one (by norm_num)
    have hZ1 : 1 < Z := by
      by_contra h
      have := mul_le_mul_of_nonneg_left (not_lt.mp h) ht0.le
      linarith
    have hlt : Z < t * Real.exp Z := by
      have h1 := mul_le_mul_of_nonneg_left
        (Real.quadratic_le_exp_of_nonneg (by linarith : 0 ≤ Z)) ht0.le
      have h2 : t * Z ^ 2 = 2 * Z := by linear_combination Z * hZ
      linarith
    have hfZ : Z * Real.exp (-Z) < t := by
      rw [Real.exp_neg, ← div_eq_mul_inv, div_lt_iff₀ (Real.exp_pos _)]
      exact hlt
    obtain ⟨z, ⟨hz1, _⟩, hz⟩ := intermediate_value_Ioo' hZ1.le hf.continuousOn
      (show t ∈ Set.Ioo _ _ from ⟨hfZ, by simpa using ht⟩)
    exact ⟨z, hz1, hz⟩

end

end ExistsTwoRoots
```

Messages:

```
Main.lean:22:35: error(lean.unknownIdentifier): Unknown constant `Real.exp_lt_one`
```

The repair, with which the file compiles:

```diff
@@ -20,5 +20,5 @@
   · -- at `Z = 2 / t` the function has dropped below `t`
     obtain ⟨Z, hZ⟩ : ∃ Z : ℝ, t * Z = 2 := ⟨2 / t, by field_simp⟩
-    have he : Real.exp (-1) < 1 := Real.exp_lt_one (by norm_num)
+    have he : Real.exp (-1) < 1 := Real.exp_lt_one_iff.mpr (by norm_num)
     have hZ1 : 1 < Z := by
       by_contra h
```

What went wrong. The only error is a missing name. The second half of the proof records the fact `he`, that `Real.exp (-1) < 1`, which is used afterwards to show `1 < Z`. The attempt justifies it by `Real.exp_lt_one`, applied to a proof that the exponent is negative, but Lean reports that no constant of that name is known. The inequality itself is true.

The repair uses `Real.exp_lt_one_iff`, an equivalence between `Real.exp x < 1` and `x < 0`. Since it is an equivalence and not an implication, it cannot be applied directly to a proof of `-1 < 0`; `.mpr` selects the direction from the sign of the exponent to the bound on the exponential. The argument `by norm_num` is unchanged and supplies `-1 < 0`.
